# Velocity bounds and a sufficient condition for overshoot under a nondecreasing relaxation rate

## Force, relaxation rate and drift velocity

Let $v(t)$ be the drift velocity of carriers that start at rest when a uniform field is switched on at $t=0$. It obeys

$$v' = a - g(t)\,v,\qquad v(0)=0 .$$

Here $a>0$ is the force divided by a constant effective mass, and $g(t)$ is the momentum relaxation rate. On $t\ge 0$, $g$ is continuous and nondecreasing, with $g(0)>0$ and $g(t)\to g_\infty<\infty$. The rise stands for scattering that becomes stronger as the carriers heat up. It is prescribed here, not derived from an energy balance.

## The bounds, the limit and the overshoot condition

For every $t\ge 0$,

$$\frac{a}{g(t)}\left(1-e^{-g(t)t}\right)\le v(t)\le \frac{a}{g(0)},$$

and $v(t)\to a/g_\infty$. If $g(t)/g_\infty<1-e^{-g(t)t}$ at some $t$, then $v$ exceeds $a/g_\infty$ at $t$ and at all later times.

In this uniform-field model with a prescribed rate, a simulation that assigns the steady velocity $a/g_\infty$ from the start misses any overshoot that occurs.

## Derivation by comparison with constant rates

**Sign propagation.** Suppose $u'+ku\ge 0$ between $s$ and $T$, and let $G'=k$. Then $(e^{G}u)'=e^{G}(u'+ku)\ge 0$, so $u(T)\ge e^{G(s)-G(T)}u(s)$. In particular, $v'+gv=a>0$ and $v(0)=0$ give $v\ge 0$.

**Two carriers.** Let $y'=a-k_1y$ and $z'=a-k_2z$, with $k_2\le k_1$, $z\ge 0$ and $y(s)\le z(s)$. For $u=z-y$,

$$u'+k_1u=(k_1-k_2)z\ge 0,$$

so $y(T)\le z(T)$.

**Lower bound.** Fix $t$ and set $K=g(t)$. The function $y(x)=(a/K)(1-e^{-Kx})$ solves $y'=a-Ky$ with $y(0)=0$. Since $g\le K$ on $[0,t]$, comparison with $z=v$ gives $y(t)\le v(t)$.

**Upper bound.** Fix $s$ and choose $C\ge 0$ with $v(s)\le a/g(s)+C$. After $s$ the true rate is at least $g(s)$, so

$$v(t)\le \frac{a}{g(s)}+C e^{-g(s)(t-s)} .$$

Taking $s=0$ and $C=0$ gives $v\le a/g(0)$.

**Limit.** Taking $s=t/2$ and $C=a/g(0)$ gives

$$v(t)\le \frac{a}{g(t/2)}+\frac{a}{g(0)}e^{-g(t/2)t/2}.$$

This and the lower bound both tend to $a/g_\infty$.

**Overshoot.** Multiplying the condition by $a/g(t)$ gives $a/g_\infty<v(t)$, by the lower bound. For $u=v-a/g_\infty$ we have $u'+gu=a(1-g/g_\infty)\ge 0$, so $u$ stays positive.

## A falling rate breaks the upper bound

Take $g(t)=1+e^{-t}$, which satisfies every assumption except monotonicity. If $v\le a/g(0)=a/2$ held forever, then $v'\ge a-g(t)\,a/2=a(1-e^{-t})/2$, and $v$ would grow without limit, a contradiction.

## The constant-rate solution as a time step

A momentum-balance code can freeze the rate at $g_n=g(t_n)$ over a step $\Delta t$ and solve the frozen-rate equation exactly:

$$v_{n+1}=\frac{a}{g_n}+\left(v_n-\frac{a}{g_n}\right)e^{-g_n\Delta t}.$$

This is `constantRateVelocity` with $s=t_n$ and $C=v_n-a/g_n$.

## The statement in Lean

`IsHeatingRate g gInf` holds the assumptions on the rate, and `gInf` is $g_\infty$. `IsDriftVelocity a g v` holds the initial value, continuity on $t\ge 0$ and the equation of motion for $t>0$. Both functions have type `ℝ → ℝ`, but their values at negative times are unrestricted. The theorem `velocity_overshoot` takes a solution `v` as given and states the two bounds, the limit and the persistent overshoot. Spatial gradients and feedback of the velocity on the rate are absent.

```lean
import Mathlib

open Set Filter Topology

namespace VelocityOvershoot

noncomputable section

/-- A momentum relaxation rate that is continuous and nondecreasing for `t ≥ 0`, starts at a
positive value and tends to `gInf`. -/
structure IsHeatingRate (g : ℝ → ℝ) (gInf : ℝ) : Prop where
  cont : ContinuousOn g (Ici 0)
  mono : MonotoneOn g (Ici 0)
  pos : 0 < g 0
  lim : Tendsto g atTop (𝓝 gInf)

/-- The drift velocity `v` of a carrier that starts at rest and obeys `v' = a - g(t) v`. -/
structure IsDriftVelocity (a : ℝ) (g v : ℝ → ℝ) : Prop where
  init : v 0 = 0
  cont : ContinuousOn v (Ici 0)
  motion : ∀ t, 0 < t → HasDerivAt v (a - g t * v t) t

/-- The velocity at time `t` under a constant relaxation rate `K ≠ 0`, when it differs from
`a / K` by `C` at time `s`. -/
def constantRateVelocity (a K C s t : ℝ) : ℝ := a / K + C * Real.exp (-(K * (t - s)))

/-- The constant-rate velocity obeys `v' = a - K v`. -/
theorem constantRateVelocity_hasDerivAt {a K C s : ℝ} (hK : K ≠ 0) (t : ℝ) :
    HasDerivAt (constantRateVelocity a K C s)
      (a - K * constantRateVelocity a K C s t) t := by
  have h : HasDerivAt (fun x : ℝ => -(K * (x - s))) (-K) t :=
    (((hasDerivAt_id t).sub_const s).const_mul K).fun_neg.congr_deriv (by ring)
  have e : K * (a / K) = a := by field_simp
  refine ((h.exp.const_mul C).const_add (a / K)).congr_deriv ?_
  unfold constantRateVelocity
  linear_combination e

/-- If `u' + k u ≥ 0` between times `s` and `T`, then `u(T)` is at least a positive multiple
of `u(s)`. -/
theorem relaxation_comparison {k u u' : ℝ → ℝ} {s T : ℝ} (hs : 0 ≤ s) (hsT : s ≤ T)
    (hk : ContinuousOn k (Ici 0)) (hu : ContinuousOn u (Icc s T))
    (hd : ∀ t ∈ Ioo s T, HasDerivAt u (u' t) t)
    (hge : ∀ t ∈ Ioo s T, 0 ≤ u' t + k t * u t) : ∃ c > 0, c * u s ≤ u T := by
  have hk' : Continuous fun t : ℝ => k (max t 0) :=
    hk.comp_continuous (continuous_id.max continuous_const) (fun t => le_max_right t 0)
  -- the integrated rate `G` provides the integrating factor `exp G`
  obtain ⟨G, hG⟩ : ∃ G : ℝ → ℝ, ∀ t, HasDerivAt G (k (max t 0)) t :=
    ⟨fun t => ∫ x in (0 : ℝ)..t, k (max x 0),
      fun t => (hk'.integral_hasStrictDerivAt 0 t).hasDerivAt⟩
  have hGc : Continuous G := continuous_iff_continuousAt.2 fun t => (hG t).continuousAt
  have hprod : ∀ t ∈ Ioo s T, HasDerivAt (fun t => Real.exp (G t) * u t)
      (Real.exp (G t) * (u' t + k t * u t)) t := by
    intro t ht
    have hg := hG t
    rw [max_eq_left (hs.trans ht.1.le)] at hg
    exact (hg.exp.fun_mul (hd t ht)).congr_deriv (by ring)
  have hm : MonotoneOn (fun t => Real.exp (G t) * u t) (Icc s T) := by
    apply monotoneOn_of_deriv_nonneg (convex_Icc s T)
    · exact (Real.continuous_exp.comp hGc).continuousOn.mul hu
    · intro t ht
      rw [interior_Icc] at ht
      exact (hprod t ht).differentiableAt.differentiableWithinAt
    · intro t ht
      rw [interior_Icc] at ht
      rw [(hprod t ht).deriv]
      exact mul_nonneg (Real.exp_pos _).le (hge t ht)
  have h : Real.exp (G s) * u s ≤ Real.exp (G T) * u T :=
    hm (left_mem_Icc.2 hsT) (right_mem_Icc.2 hsT) hsT
  refine ⟨Real.exp (G s - G T), Real.exp_pos _, ?_⟩
  rw [Real.exp_sub, div_mul_eq_mul_div, div_le_iff₀ (Real.exp_pos _)]
  linarith

/-- Let `y` and `z` be velocities with the same driving term `a` and relaxation rates `k₁` and `k₂ ≤
k₁`. If `z` is nonnegative between times `s` and `T` and `y(s) ≤ z(s)`, then `y(T) ≤ z(T)`. -/
theorem velocity_comparison {a s T : ℝ} {k₁ k₂ y z : ℝ → ℝ} (hs : 0 ≤ s) (hsT : s ≤ T)
    (hk : ContinuousOn k₁ (Ici 0)) (hy : ContinuousOn y (Icc s T))
    (hz : ContinuousOn z (Icc s T))
    (dy : ∀ t ∈ Ioo s T, HasDerivAt y (a - k₁ t * y t) t)
    (dz : ∀ t ∈ Ioo s T, HasDerivAt z (a - k₂ t * z t) t)
    (hkk : ∀ t ∈ Ioo s T, k₂ t ≤ k₁ t) (hz0 : ∀ t ∈ Ioo s T, 0 ≤ z t)
    (h0 : y s ≤ z s) : y T ≤ z T := by
  have hge : ∀ t ∈ Ioo s T,
      0 ≤ ((a - k₂ t * z t) - (a - k₁ t * y t)) + k₁ t * (z t - y t) := by
    intro t ht
    have := mul_nonneg (sub_nonneg.2 (hkk t ht)) (hz0 t ht)
    linarith
  obtain ⟨c, hc, h⟩ := relaxation_comparison (u := fun t => z t - y t)
    (u' := fun t => (a - k₂ t * z t) - (a - k₁ t * y t)) hs hsT hk (hz.sub hy)
    (fun t ht => (dz t ht).fun_sub (dy t ht)) hge
  have h' : c * (z s - y s) ≤ z T - y T := h
  have := mul_nonneg (le_of_lt hc) (sub_nonneg.2 h0)
  linarith

variable {a gInf : ℝ} {g v : ℝ → ℝ}

/-- At all times `t ≥ 0` the relaxation rate is positive and at most its final value. -/
theorem IsHeatingRate.bounds (hg : IsHeatingRate g gInf) {t : ℝ} (ht : 0 ≤ t) :
    0 < g t ∧ g t ≤ gInf := by
  refine ⟨hg.pos.trans_le (hg.mono (mem_Ici.2 le_rfl) ht ht), ge_of_tendsto hg.lim ?_⟩
  filter_upwards [eventually_ge_atTop t] with x hx
  exact hg.mono ht (mem_Ici.2 (ht.trans hx)) hx

/-- The carrier is at least as fast as if the present rate `g(t)` had acted from the start. -/
theorem velocity_lower_bound (ha : 0 < a) (hg : IsHeatingRate g gInf)
    (hv : IsDriftVelocity a g v) {t : ℝ} (ht : 0 ≤ t) :
    a / g t * (1 - Real.exp (-(g t * t))) ≤ v t := by
  have hK := (hg.bounds ht).1.ne'
  -- the velocity never becomes negative
  have hv0 : ∀ x, 0 ≤ x → 0 ≤ v x := by
    intro x hx
    have hge : ∀ r ∈ Ioo 0 x, 0 ≤ (a - g r * v r) + g r * v r := by
      intro r _
      linarith
    obtain ⟨c, _, h⟩ := relaxation_comparison (u' := fun r => a - g r * v r) le_rfl hx
      hg.cont (hv.cont.mono Icc_subset_Ici_self) (fun r hr => hv.motion r hr.1) hge
    rwa [hv.init, mul_zero] at h
  have h := velocity_comparison (a := a) (k₁ := fun _ => g t) (k₂ := g)
    (y := constantRateVelocity a (g t) (-(a / g t)) 0) (z := v) le_rfl ht continuousOn_const
    (fun x _ => (constantRateVelocity_hasDerivAt hK x).continuousAt.continuousWithinAt)
    (hv.cont.mono Icc_subset_Ici_self)
    (fun x _ => constantRateVelocity_hasDerivAt hK x) (fun x hx => hv.motion x hx.1)
    (fun x hx => hg.mono (mem_Ici.2 hx.1.le) ht hx.2.le) (fun x hx => hv0 x hx.1.le)
    (by simp [constantRateVelocity, hv.init])
  simp only [constantRateVelocity, sub_zero] at h
  linarith

/-- If the velocity at time `s` is at most `a / g(s) + C` with `C ≥ 0`, then afterwards its
excess over `a / g(s)` is at most `C exp(-g(s)(t - s))`. -/
theorem velocity_upper_bound (ha : 0 < a) (hg : IsHeatingRate g gInf)
    (hv : IsDriftVelocity a g v) {s t C : ℝ} (hs : 0 ≤ s) (hst : s ≤ t) (hC : 0 ≤ C)
    (h0 : v s ≤ a / g s + C) :
    v t ≤ a / g s + C * Real.exp (-(g s * (t - s))) := by
  have hK := (hg.bounds hs).1
  exact velocity_comparison (a := a) (k₁ := g) (k₂ := fun _ => g s) (y := v)
    (z := constantRateVelocity a (g s) C s) hs hst hg.cont
    (hv.cont.mono fun x hx => mem_Ici.2 (hs.trans hx.1))
    (fun x _ => (constantRateVelocity_hasDerivAt hK.ne' x).continuousAt.continuousWithinAt)
    (fun x hx => hv.motion x (hs.trans_lt hx.1))
    (fun x _ => constantRateVelocity_hasDerivAt hK.ne' x)
    (fun x hx => hg.mono hs (mem_Ici.2 (hs.trans hx.1.le)) hx.1.le)
    (fun x _ => by unfold constantRateVelocity; positivity)
    (by simpa [constantRateVelocity] using h0)

/-- The drift velocity never exceeds `a / g(0)`, and it tends to `a / gInf`. -/
theorem velocity_bounded_and_tendsto (ha : 0 < a) (hg : IsHeatingRate g gInf)
    (hv : IsDriftVelocity a g v) :
    (∀ t, 0 ≤ t → v t ≤ a / g 0) ∧ Tendsto v atTop (𝓝 (a / gInf)) := by
  have hg0 := hg.pos
  have hInf : 0 < gInf := hg0.trans_le (hg.bounds le_rfl).2
  have hmax : ∀ t, 0 ≤ t → v t ≤ a / g 0 := by
    intro t ht
    have h := velocity_upper_bound ha hg hv le_rfl ht le_rfl
      (by rw [hv.init]; positivity)
    linarith
  refine ⟨hmax, ?_⟩
  have hmul : Tendsto (fun t => g t * t) atTop atTop := hg.lim.pos_mul_atTop hInf tendsto_id
  have hexp : Tendsto (fun t => Real.exp (-(g t * t))) atTop (𝓝 0) :=
    Real.tendsto_exp_neg_atTop_nhds_zero.comp hmul
  have hdiv : Tendsto (fun t => a / g t) atTop (𝓝 (a / gInf)) :=
    tendsto_const_nhds.div hg.lim hInf.ne'
  have hlow := hdiv.mul (hexp.const_sub 1)
  rw [sub_zero, mul_one] at hlow
  have hup := hdiv.add (hexp.const_mul (a / g 0))
  rw [mul_zero, add_zero] at hup
  -- restart the upper bound at half the elapsed time
  have hup' : Tendsto (fun t : ℝ => a / g (t / 2) +
      a / g 0 * Real.exp (-(g (t / 2) * (t / 2)))) atTop (𝓝 (a / gInf)) :=
    hup.comp (tendsto_id.atTop_div_const (by norm_num : (0 : ℝ) < 2))
  refine tendsto_of_tendsto_of_tendsto_of_le_of_le' hlow hup' ?_ ?_
  · filter_upwards [eventually_ge_atTop 0] with t ht
    exact velocity_lower_bound ha hg hv ht
  · filter_upwards [eventually_ge_atTop 0] with t ht
    have h2 : 0 ≤ t / 2 := by linarith
    have hp : 0 < a / g (t / 2) := div_pos ha (hg.bounds h2).1
    have h := velocity_upper_bound ha hg hv (t := t) (C := a / g 0) h2 (by linarith)
      (by positivity) (by linarith [hmax _ h2])
    rwa [show t - t / 2 = t / 2 by ring] at h

/-- Once the velocity exceeds its final value `a / gInf`, it does so at all later times. -/
theorem overshoot_persists (ha : 0 < a) (hg : IsHeatingRate g gInf)
    (hv : IsDriftVelocity a g v) {s t : ℝ} (hs : 0 ≤ s) (hst : s ≤ t)
    (h0 : a / gInf < v s) : a / gInf < v t := by
  have hInf : 0 < gInf := hg.pos.trans_le (hg.bounds le_rfl).2
  have e : gInf * (a / gInf) = a := by field_simp
  have hge : ∀ x ∈ Ioo s t, 0 ≤ (a - g x * v x) + g x * (v x - a / gInf) := by
    intro x hx
    have := mul_nonneg (sub_nonneg.2 (hg.bounds (hs.trans hx.1.le)).2) (div_pos ha hInf).le
    linarith
  obtain ⟨c, hc, h⟩ := relaxation_comparison (u := fun x => v x - a / gInf)
    (u' := fun x => a - g x * v x) hs hst hg.cont
    ((hv.cont.mono fun x hx => mem_Ici.2 (hs.trans hx.1)).sub continuousOn_const)
    (fun x hx => (hv.motion x (hs.trans_lt hx.1)).sub_const _) hge
  have h' : c * (v s - a / gInf) ≤ v t - a / gInf := h
  have := mul_pos hc (sub_pos.2 h0)
  linarith

/-- Velocity overshoot: the drift velocity obeys the two bounds and tends to `a / gInf`; if
`g(t)/gInf < 1 - exp(-g(t) t)` at some time `t`, it exceeds `a / gInf` from `t` onward. -/
theorem velocity_overshoot (ha : 0 < a) (hg : IsHeatingRate g gInf)
    (hv : IsDriftVelocity a g v) :
    (∀ t, 0 ≤ t → a / g t * (1 - Real.exp (-(g t * t))) ≤ v t ∧ v t ≤ a / g 0) ∧
    Tendsto v atTop (𝓝 (a / gInf)) ∧
    ∀ t, 0 ≤ t → g t / gInf < 1 - Real.exp (-(g t * t)) →
      ∀ t', t ≤ t' → a / gInf < v t' := by
  obtain ⟨hmax, hlim⟩ := velocity_bounded_and_tendsto ha hg hv
  refine ⟨fun t ht => ⟨velocity_lower_bound ha hg hv ht, hmax t ht⟩, hlim, ?_⟩
  intro t ht hcrit t' htt'
  have hInf : 0 < gInf := hg.pos.trans_le (hg.bounds le_rfl).2
  refine overshoot_persists ha hg hv ht htt' (lt_of_lt_of_le ?_
    (velocity_lower_bound ha hg hv ht))
  rw [div_lt_iff₀ hInf] at hcrit
  rw [div_mul_eq_mul_div, div_lt_div_iff₀ hInf (hg.bounds ht).1]
  have := mul_pos ha (sub_pos.2 hcrit)
  linarith

/-- A relaxation rate given by `2 - 1 / (1 + exp t)`. -/
def sampleRate (t : ℝ) : ℝ := 2 - 1 / (1 + Real.exp t)

/-- A velocity given in closed form by exponentials of time. -/
def sampleVelocity (t : ℝ) : ℝ :=
  (Real.exp t - 1) * (Real.exp t + 3) / (2 * Real.exp t * (1 + Real.exp t))

/-- The sample rate and velocity satisfy all assumptions with `a = 1` and `gInf = 2`, and the
overshoot criterion holds at `t = 2`. -/
theorem velocity_overshoot_witness :
    IsHeatingRate sampleRate 2 ∧ IsDriftVelocity 1 sampleRate sampleVelocity ∧
    sampleRate 2 / 2 < 1 - Real.exp (-(sampleRate 2 * 2)) := by
  have hd : ∀ t, HasDerivAt sampleVelocity (1 - sampleRate t * sampleVelocity t) t := by
    intro t
    have hx := Real.hasDerivAt_exp t
    have h1 : Real.exp t ≠ 0 := (Real.exp_pos t).ne'
    have h2 : 1 + Real.exp t ≠ 0 := by positivity
    refine (((hx.sub_const 1).fun_mul (hx.add_const 3)).fun_div
      ((hx.const_mul 2).fun_mul (hx.const_add 1)) (by positivity)).congr_deriv ?_
    unfold sampleRate sampleVelocity
    field_simp
    ring
  refine ⟨⟨?_, ?_, ?_, ?_⟩, ⟨?_, ?_, fun t _ => hd t⟩, ?_⟩
  · have hne : ∀ t : ℝ, 1 + Real.exp t ≠ 0 := fun t => by positivity
    have hc : Continuous (fun t : ℝ => 2 - 1 / (1 + Real.exp t)) :=
      continuous_const.sub (continuous_const.div
        (continuous_const.add Real.continuous_exp) hne)
    exact hc.continuousOn
  · intro s _ t _ hst
    have h : 1 / (1 + Real.exp t) ≤ 1 / (1 + Real.exp s) :=
      one_div_le_one_div_of_le (by positivity) (by linarith [Real.exp_le_exp.2 hst])
    unfold sampleRate
    linarith
  · norm_num [sampleRate]
  · have h0 : Tendsto (fun t : ℝ => 1 / (1 + Real.exp t)) atTop (𝓝 0) :=
      tendsto_const_nhds.div_atTop
        (tendsto_atTop_add_const_left atTop 1 Real.tendsto_exp_atTop)
    have h := h0.const_sub 2
    rw [sub_zero] at h
    exact h
  · simp [sampleVelocity]
  · exact fun t _ => (hd t).continuousAt.continuousWithinAt
  · -- the rate is at least 3/2, and exp 3 exceeds 2 (1 + exp 2)
    have e1 := Real.exp_one_gt_d9
    have e2 : Real.exp 2 = Real.exp 1 ^ 2 := by rw [← Real.exp_nat_mul]; norm_num
    have e3 : Real.exp 3 = Real.exp 1 ^ 3 := by rw [← Real.exp_nat_mul]; norm_num
    have hsq : 7 < Real.exp 1 ^ 2 := by nlinarith
    have hlt : (1 + Real.exp 2) * 2 < Real.exp 3 := by
      rw [e2, e3]
      nlinarith [mul_pos (sub_pos.2 hsq) (by linarith : 0 < Real.exp 1 - 2.7)]
    have h3 : Real.exp (-3) < 1 / (1 + Real.exp 2) / 2 := by
      rw [Real.exp_neg, div_div, ← one_div]
      exact one_div_lt_one_div_of_lt (by positivity) hlt
    have hm : 1 / (1 + Real.exp 2) ≤ 1 / 2 :=
      one_div_le_one_div_of_le (by norm_num) (by linarith)
    have hr : sampleRate 2 = 2 - 1 / (1 + Real.exp 2) := rfl
    have h4 : Real.exp (-(sampleRate 2 * 2)) ≤ Real.exp (-3) :=
      Real.exp_le_exp.2 (by linarith)
    linarith

end

end VelocityOvershoot
```

```lean
#print axioms VelocityOvershoot.velocity_overshoot
```

```
'VelocityOvershoot.velocity_overshoot' depends on axioms: [propext, Classical.choice, Quot.sound]
```

## How the proof follows the derivation

`relaxation_comparison` is sign propagation. It builds $G$ as an integral of `k (max t 0)`, which is continuous on the whole line and agrees with $k$ for $t\ge 0$. `monotoneOn_of_deriv_nonneg` then turns the sign of the derivative into monotonicity of $e^{G}u$.

`velocity_comparison` applies this to $z-y$. The lower and upper bounds insert `constantRateVelocity` as the slower and the faster carrier respectively. In `velocity_bounded_and_tendsto`, `hup'` states that the upper bound restarted at $t/2$ tends to $a/g_\infty$, and a squeeze lemma gives the limit of $v$. `overshoot_persists` applies sign propagation to $v-a/g_\infty$, and the main theorem clears denominators in the condition.

`velocity_overshoot_witness` supplies a concrete case with $a=1$ and $g_\infty=2$. Differentiating the closed form verifies the equation of motion. At $t=2$ the condition reads $e^{-2g(2)}<1/(2(1+e^2))$, which follows from $g(2)\ge 3/2$ and $2(1+e^2)<e^3$.
